# Leading-order frequency shift of a leapfrog harmonic oscillator as the time step tends to zero

For a harmonic oscillator of natural frequency w > 0, the file defines the leapfrog frequency at time step h as (2/h) arcsin(wh/2); this formula is taken as the definition, not derived from the integration scheme. The theorem states that the difference between this frequency and w, divided by h², tends to w³/24 as h tends to zero from above. The attempt sets y = arcsin(wh/2) and combines two limits: (y − sin y)/y³ tends to 1/6 as y tends to zero from above, and y/h tends to w/2 as h does. The first limit is proved by squeezing the distance from 1/6 under a bound that tends to zero.

The failing Lean file:

```lean
import Mathlib

open Real Set Filter Topology MeasureTheory

namespace LeapfrogFreqShift

noncomputable section

/-- Frequency of a leapfrog oscillator with natural frequency `w` and time step `h`;
the domain is `h ≠ 0` and `|w * h| ≤ 2`. -/
def leapfrogFreq (w h : ℝ) : ℝ := 2 / h * arcsin (w * h / 2)

/-- For `w > 0` the leapfrog frequency shift divided by `h ^ 2` tends to `w ^ 3 / 24` as the
time step `h` tends to zero from above. -/
theorem leapfrogFreq_shift {w : ℝ} (hw : 0 < w) :
    Tendsto (fun h => (leapfrogFreq w h - w) / h ^ 2) (𝓝[>] 0) (𝓝 (w ^ 3 / 24)) := by
  -- cubic term of the sine
  have hcub : Tendsto (fun y : ℝ => (y - sin y) / y ^ 3) (𝓝[>] 0) (𝓝 (1 / 6)) := by
    have hl : Tendsto (fun y : ℝ => y * (5 / 96)) (𝓝[>] 0) (𝓝 0) :=
      ((continuous_id.mul continuous_const).tendsto' 0 0 (by simp)).mono_left
        nhdsWithin_le_nhds
    rw [tendsto_iff_norm_sub_tendsto_zero]
    refine squeeze_zero' (Eventually.of_forall fun _ => norm_nonneg _) ?_ hl
    filter_upwards [Ioo_mem_nhdsGT (zero_lt_one' ℝ)] with y hy
    have hy0 : 0 < y := hy.1
    have hb := Real.sin_bound (x := y) (abs_le.2 ⟨by linarith, hy.2.le⟩)
    rw [abs_of_pos hy0] at hb
    have e : (y - sin y) / y ^ 3 - 1 / 6 = -(sin y - (y - y ^ 3 / 6)) / y ^ 3 := by
      field_simp
      ring
    rw [Real.norm_eq_abs, e, abs_div, abs_neg, abs_of_pos (pow_pos hy0 3),
      div_le_iff₀ (pow_pos hy0 3)]
    linarith [hb, show y ^ 4 * (5 / 96) = y * (5 / 96) * y ^ 3 by ring]
  -- slope of the arcsine at zero
  have hslope : Tendsto (fun h => arcsin (w * h / 2) / h) (𝓝[>] 0) (𝓝 (w / 2)) := by
    have h1 : HasDerivAt (fun h : ℝ => w * h / 2) (w / 2) 0 := by
      simpa using ((hasDerivAt_id' (0 : ℝ)).const_mul w).div_const 2
    have h2 : HasDerivAt arcsin 1 (w * 0 / 2) := by
      simpa using Real.hasDerivAt_arcsin (x := 0) (by norm_num) (by norm_num)
    have h3 := (hasDerivAt_iff_tendsto_slope_zero.1 (h2.comp 0 h1)).mono_left
      (nhdsWithin_mono 0 (fun t ht => (mem_Ioi.1 ht).ne'))
    rw [one_mul] at h3
    refine h3.congr fun t => ?_
    simp only [Function.comp_apply, zero_add, mul_zero, zero_div, Real.arcsin_zero, sub_zero,
      smul_eq_mul]
    ring
  have hy : Tendsto (fun h => arcsin (w * h / 2)) (𝓝[>] 0) (𝓝[>] 0) := by
    have hcont : Continuous fun h => arcsin (w * h / 2) :=
      Real.continuous_arcsin.comp (by fun_prop)
    refine tendsto_nhdsWithin_iff.2
      ⟨(hcont.tendsto' 0 0 (by simp)).mono_left nhdsWithin_le_nhds, ?_⟩
    filter_upwards [self_mem_nhdsWithin] with h hh
    exact Real.arcsin_pos.2 (half_pos (mul_pos hw hh))
  have key := ((hcub.comp hy).mul (hslope.pow 3)).const_mul 2
  rw [show 2 * (1 / 6 * (w / 2) ^ 3) = w ^ 3 / 24 by ring] at key
  refine key.congr' ?_
  filter_upwards [Ioo_mem_nhdsGT (show 0 < 2 / w by positivity)] with h hh
  have h0 : 0 < h := hh.1
  have hp : 0 < w * h := mul_pos hw h0
  have hwh := (lt_div_iff₀ hw).1 hh.2
  have hpos : 0 < arcsin (w * h / 2) := Real.arcsin_pos.2 (half_pos hp)
  simp only [Function.comp_apply, leapfrogFreq]
  rw [Real.sin_arcsin (by linarith) (by linarith)]
  generalize arcsin (w * h / 2) = y at hpos ⊢
  field_simp

end

end LeapfrogFreqShift
```

Messages:

```
Main.lean:33:4: error: linarith failed to find a contradiction
w : ℝ
hw : 0 < w
hl : Tendsto (fun y => y * (5 / 96)) (𝓝[>] 0) (𝓝 0)
y : ℝ
hy : y ∈ Ioo 0 1
hy0 : 0 < y
hb : |sin y - (y - y ^ 3 / 6)| ≤ y ^ 5 / 100
e : (y - sin y) / y ^ 3 - 1 / 6 = -(sin y - (y - y ^ 3 / 6)) / y ^ 3
a✝ : y * (5 / 96) * y ^ 3 < |sin y - (y - y ^ 3 / 6)|
⊢ False
failed
```

Diagnosis. The one error is in the proof of the sine limit. The attempt expects `Real.sin_bound` to give an error of at most `y ^ 4 * (5 / 96)`, but the message shows that `hb` has `y ^ 5 / 100` on the right. The goal still follows mathematically, since `y` lies between 0 and 1, but only through a comparison of `y ^ 5` with `y ^ 4`. `linarith` treats these powers as separate atoms, and no hypothesis it has relates them linearly, so it finds no contradiction.

The repair changes the squeezing function in `hl` from `y * (5 / 96)` to `y ^ 2 * (1 / 100)`, which also tends to zero; `continuous_pow 2` replaces `continuous_id` to match. Multiplied by `y ^ 3`, the new function is exactly the bound in `hb`. The last step therefore needs no comparison of powers: `hb.trans_eq (by ring)` takes the inequality `hb` and rewrites its right-hand side by an algebraic identity.

This version goes through:

```diff
@@ -17,6 +17,6 @@
   -- cubic term of the sine
   have hcub : Tendsto (fun y : ℝ => (y - sin y) / y ^ 3) (𝓝[>] 0) (𝓝 (1 / 6)) := by
-    have hl : Tendsto (fun y : ℝ => y * (5 / 96)) (𝓝[>] 0) (𝓝 0) :=
-      ((continuous_id.mul continuous_const).tendsto' 0 0 (by simp)).mono_left
+    have hl : Tendsto (fun y : ℝ => y ^ 2 * (1 / 100)) (𝓝[>] 0) (𝓝 0) :=
+      (((continuous_pow 2).mul continuous_const).tendsto' 0 0 (by simp)).mono_left
         nhdsWithin_le_nhds
     rw [tendsto_iff_norm_sub_tendsto_zero]
@@ -31,5 +31,5 @@
     rw [Real.norm_eq_abs, e, abs_div, abs_neg, abs_of_pos (pow_pos hy0 3),
       div_le_iff₀ (pow_pos hy0 3)]
-    linarith [hb, show y ^ 4 * (5 / 96) = y * (5 / 96) * y ^ 3 by ring]
+    exact hb.trans_eq (by ring)
   -- slope of the arcsine at zero
   have hslope : Tendsto (fun h => arcsin (w * h / 2) / h) (𝓝[>] 0) (𝓝 (w / 2)) := by
```
